# The unique potential of zero total charge for logistic hydrogen and hydroxyl coverages

The total charge of an electrode depends on its potential and on the coverages of its adsorbates. If the coverages are themselves functions of potential, the potential alone determines it. Here each coverage is an explicit logistic function of the potential $U$, as for a Langmuir isotherm of a one-electron adsorption step at fixed pH. For adsorbed hydrogen and hydroxyl respectively,

$$h(U)=\frac{1}{1+e^{b(U-U_1)}},\qquad o(U)=\frac{1}{1+e^{-b(U-U_2)}}.$$

The potentials $U_1$ and $U_2$ are those of half coverage, and $b>0$ sets the steepness. For the ideal isotherm $b$ is the elementary charge divided by the thermal energy. The free charge on the metal is that of a constant capacitance $C>0$ which is uncharged at $U_0$, the potential of zero free charge. The total charge is

$$Q(U)=C(U-U_0)-q\,h(U)+s\,o(U),\qquad q,s\ge 0.$$

Here $q$ and $s$ are the magnitudes of charge transferred at full hydrogen and full hydroxyl coverage. The signs follow the electrons: reductive adsorption of hydrogen draws them from the external circuit, and oxidative adsorption of hydroxyl returns them.

## One zero, and which side of $U_0$ it lies on

The claim is that $Q$ vanishes at exactly one potential $U^*$, and that $U^*>U_0$ if and only if $q\,h(U_0)>s\,o(U_0)$.

Since $e^x>0$, the number $1/(1+e^x)$ lies strictly between 0 and 1 for every real $x$. Both coverages have this form.

Now let $U<V$. Because $b>0$, we have $e^{b(U-U_1)}<e^{b(V-U_1)}$, and taking reciprocals gives $h(V)<h(U)$. In the hydroxyl coverage the exponent has the opposite sign, so $o(U)<o(V)$. Therefore

$$Q(V)-Q(U)=C(V-U)+q\,[h(U)-h(V)]+s\,[o(V)-o(U)]\ \ge\ C(V-U)>0,$$

and $Q$ is strictly increasing.

For a zero to exist, $Q$ must change sign or touch zero. At two suitable potentials the free charge balances the largest possible adsorbate charge:

$$Q(U_0-s/C)=-q\,h-s\,(1-o)\le 0,\qquad Q(U_0+q/C)=q\,(1-h)+s\,o\ge 0,$$

with the coverages taken at the potential in question. Since $Q$ is continuous, the intermediate value theorem gives a zero in $[U_0-s/C,\;U_0+q/C]$. A strictly increasing function has at most one zero, so this is the only one.

Monotonicity also settles the side: $U_0<U^*$ holds exactly when $Q(U_0)<Q(U^*)=0$. At $U_0$ the free charge is absent and $Q(U_0)=s\,o(U_0)-q\,h(U_0)$, which is negative exactly when $q\,h(U_0)>s\,o(U_0)$.

The smallest case is $q=s=0$. The window shrinks to the point $U_0$, the zero is $U_0$ itself, and the criterion correctly fails, since it reads $0>0$. If only $s=0$ and $q>0$, the criterion always holds, and hydrogen alone moves the zero above $U_0$, by at most $q/C$.

## More hydrogen charge, and equal adsorbate charges

Let $q'>q$, and let $U$ and $U'$ be the zeros for $q$ and $q'$. At the old zero $U$ the new total charge is $0-(q'-q)\,h(U)<0$. The new total charge is strictly increasing and vanishes at $U'$, so $U<U'$.

For equal charges $q=s>0$, the criterion becomes $h(U_0)>o(U_0)$. The two logistic curves are mirror images:

$$o(U_0)=\frac{1}{1+e^{b(U_2-U_0)}}=h(U_1+U_2-U_0).$$

As $h$ is strictly decreasing, $h(U_0)>h(U_1+U_2-U_0)$ means $U_0<U_1+U_2-U_0$, that is, $U_0<(U_1+U_2)/2$.

The zero of total charge thus differs from that of free charge unless the two adsorbate terms cancel at $U_0$. Within this model of constant capacitance and independent adsorption, the coverages at $U_0$, weighted by $q$ and $s$, suffice to order the two.

## The model in Lean

```lean
import Mathlib

open Set

namespace ZeroTotalCharge

noncomputable section
```

All potentials, charges and capacitances are real numbers in consistent units, with charge and capacitance both taken per area or both for the whole electrode. The two coverages are definitions, with the potential as their last argument, so that `hydrogen b U1` is itself a function of potential.

```lean
/-- Hydrogen coverage at potential `U`, with half coverage at `U1` and steepness `b`. -/
def hydrogen (b U1 U : ℝ) : ℝ := 1 / (1 + Real.exp (b * (U - U1)))

/-- Hydroxyl coverage at potential `U`, with half coverage at `U2` and steepness `b`. -/
def hydroxyl (b U2 U : ℝ) : ℝ := 1 / (1 + Real.exp (-b * (U - U2)))
```

Both species share the steepness `b`. Each has its own coverage scale from 0 to 1, and they do not compete for sites. Lateral interactions are absent, and neither `C` nor `U0` responds to the adsorbates.

```lean
/-- Total charge at potential `U`: the free charge of a capacitor `C` with zero free charge
at `U0`, less `q` times the hydrogen coverage, plus `s` times the hydroxyl coverage. -/
def totalCharge (C b q s U0 U1 U2 U : ℝ) : ℝ :=
  C * (U - U0) - q * hydrogen b U1 U + s * hydroxyl b U2 U
```

The definition of `totalCharge` is the formula for $Q$. The signs of the adsorbate terms are written into it, which is why the theorems take `q` and `s` nonnegative.

## Bounds and monotonicity

The first lemma places both coverages in the open interval `Ioo (0 : ℝ) 1`. Its inner statement `key` treats $1/(1+e^x)$ for arbitrary $x$ and is then applied to the two exponents. No sign of `b` is needed.

```lean
/-- Both coverages lie strictly between zero and one at every potential. -/
theorem coverage_mem (b U1 U2 U : ℝ) :
    hydrogen b U1 U ∈ Ioo (0 : ℝ) 1 ∧ hydroxyl b U2 U ∈ Ioo (0 : ℝ) 1 := by
  have key : ∀ x : ℝ, 1 / (1 + Real.exp x) ∈ Ioo (0 : ℝ) 1 := fun x =>
    ⟨by positivity, by
      rw [div_lt_one (by positivity)]
      linarith [Real.exp_pos x]⟩
  exact ⟨key (b * (U - U1)), key (-b * (U - U2))⟩
```

The next two lemmas compare the exponentials at two potentials and then take reciprocals, which reverses the inequality. `StrictAnti` means strictly decreasing and `StrictMono` strictly increasing.

```lean
/-- For positive steepness, hydrogen coverage falls strictly as the potential rises. -/
theorem hydrogen_strictAnti {b : ℝ} (U1 : ℝ) (hb : 0 < b) :
    StrictAnti (hydrogen b U1) := by
  intro x y hxy
  unfold hydrogen
  apply one_div_lt_one_div_of_lt (by positivity)
  have h : Real.exp (b * (x - U1)) < Real.exp (b * (y - U1)) :=
    Real.exp_lt_exp.mpr (by nlinarith)
  linarith

/-- For positive steepness, hydroxyl coverage rises strictly with the potential. -/
theorem hydroxyl_strictMono {b : ℝ} (U2 : ℝ) (hb : 0 < b) :
    StrictMono (hydroxyl b U2) := by
  intro x y hxy
  unfold hydroxyl
  apply one_div_lt_one_div_of_lt (by positivity)
  have h : Real.exp (-b * (y - U2)) < Real.exp (-b * (x - U2)) :=
    Real.exp_lt_exp.mpr (by nlinarith)
  linarith
```

For the total charge, `h1` and `h2` multiply the coverage inequalities by `q` and `s`. They are weak inequalities, because either charge may be zero. The strict increase comes from the capacitor term in `h3`, and `linarith` adds the three contributions.

```lean
/-- For positive capacitance and steepness and nonnegative `q` and `s`, the total charge
rises strictly with the potential. -/
theorem totalCharge_strictMono {C b q s : ℝ} (U0 U1 U2 : ℝ)
    (hC : 0 < C) (hb : 0 < b) (hq : 0 ≤ q) (hs : 0 ≤ s) :
    StrictMono (totalCharge C b q s U0 U1 U2) := by
  intro x y hxy
  unfold totalCharge
  have h1 := mul_le_mul_of_nonneg_left (hydrogen_strictAnti U1 hb hxy).le hq
  have h2 := mul_le_mul_of_nonneg_left (hydroxyl_strictMono U2 hb hxy).le hs
  have h3 : 0 < C * (y - x) := mul_pos hC (sub_pos.mpr hxy)
  linarith
```

## A zero inside the window

This lemma gives existence together with the location, the closed interval `Icc (U0 - s / C) (U0 + q / C)`. After continuity is established, `hlo` and `hhi` are the two endpoint estimates. In each, `e` evaluates the free charge, as $-s$ or $q$, and the coverage bounds supply the sign of the rest. The intermediate value theorem `intermediate_value_Icc` then produces the zero. Positivity of `b` plays no part here; it enters with uniqueness.

```lean
/-- For positive capacitance and nonnegative `q` and `s`, the total charge vanishes somewhere
between `U0 - s / C` and `U0 + q / C`. -/
theorem exists_zero_in_window {C q s : ℝ} (b U0 U1 U2 : ℝ)
    (hC : 0 < C) (hq : 0 ≤ q) (hs : 0 ≤ s) :
    ∃ U ∈ Icc (U0 - s / C) (U0 + q / C), totalCharge C b q s U0 U1 U2 U = 0 := by
  have hh : Continuous (hydrogen b U1) := by
    show Continuous (fun U => 1 / (1 + Real.exp (b * (U - U1))))
    exact Continuous.div continuous_const (by fun_prop) (fun U => by positivity)
  have ho : Continuous (hydroxyl b U2) := by
    show Continuous (fun U => 1 / (1 + Real.exp (-b * (U - U2))))
    exact Continuous.div continuous_const (by fun_prop) (fun U => by positivity)
  have hcont : Continuous (totalCharge C b q s U0 U1 U2) := by
    show Continuous (fun U => C * (U - U0) - q * hydrogen b U1 U + s * hydroxyl b U2 U)
    fun_prop
  -- At the lower end the free charge is `-s`, and the hydroxyl charge is at most `s`.
  have hlo : totalCharge C b q s U0 U1 U2 (U0 - s / C) ≤ 0 := by
    obtain ⟨h, o⟩ := coverage_mem b U1 U2 (U0 - s / C)
    have e0 : C * (s / C) = s := by field_simp
    have e : C * (U0 - s / C - U0) = -s := by linear_combination -e0
    unfold totalCharge
    rw [e]
    linarith [mul_nonneg hq h.1.le, mul_nonneg hs (sub_nonneg.mpr o.2.le)]
  -- At the upper end the free charge is `q`, and the hydrogen term subtracts at most `q`.
  have hhi : 0 ≤ totalCharge C b q s U0 U1 U2 (U0 + q / C) := by
    obtain ⟨h, o⟩ := coverage_mem b U1 U2 (U0 + q / C)
    have e0 : C * (q / C) = q := by field_simp
    have e : C * (U0 + q / C - U0) = q := by linear_combination e0
    unfold totalCharge
    rw [e]
    linarith [mul_nonneg hs o.1.le, mul_nonneg hq (sub_nonneg.mpr h.2.le)]
  have hab : U0 - s / C ≤ U0 + q / C := by
    linarith [div_nonneg hs hC.le, div_nonneg hq hC.le]
  obtain ⟨U, hU, hz⟩ := intermediate_value_Icc hab hcont.continuousOn
    (mem_Icc.mpr ⟨hlo, hhi⟩)
  exact ⟨U, hU, hz⟩
```

## The main theorem

The statement has two parts. The first, written with `∃!`, says that exactly one potential makes the total charge vanish. The second says that any `U` at which it vanishes satisfies `U0 < U` if and only if the hydrogen term exceeds the hydroxyl term at `U0`. By the first part there is only one such `U`, the $U^*$ of the derivation.

```lean
/-- For positive capacitance and steepness and nonnegative `q` and `s`, the total charge
vanishes at exactly one potential. That potential exceeds the potential of zero free charge
`U0` if and only if the hydrogen term outweighs the hydroxyl term at `U0`. -/
theorem potential_of_zero_total_charge {C b q s : ℝ} (U0 U1 U2 : ℝ)
    (hC : 0 < C) (hb : 0 < b) (hq : 0 ≤ q) (hs : 0 ≤ s) :
    (∃! U, totalCharge C b q s U0 U1 U2 U = 0) ∧
    ∀ U, totalCharge C b q s U0 U1 U2 U = 0 →
      (U0 < U ↔ q * hydrogen b U1 U0 > s * hydroxyl b U2 U0) := by
  have hm := totalCharge_strictMono U0 U1 U2 hC hb hq hs
  constructor
  · obtain ⟨U, -, hU⟩ := exists_zero_in_window b U0 U1 U2 hC hq hs
    exact ⟨U, hU, fun V hV => hm.injective (hV.trans hU.symm)⟩
  · intro U hU
    -- At `U0` only the adsorbate terms remain.
    have e : totalCharge C b q s U0 U1 U2 U0 =
        s * hydroxyl b U2 U0 - q * hydrogen b U1 U0 := by
      unfold totalCharge
      ring
    rw [← hm.lt_iff_lt, hU, e]
    exact sub_neg
```

Existence is taken from the window lemma, and uniqueness from the injectivity of a strictly monotone function. For the criterion, the rewrite with `hm.lt_iff_lt` turns the comparison of potentials into a comparison of total charges. Then `hU` replaces the charge at the zero by 0, and `e` replaces the charge at `U0` by the two adsorbate terms. What remains is that a difference is negative exactly when its first term is the smaller.

## Two consequences

In the next theorem `U` and `U'` are the zeros for hydrogen charges `q` and `q'`, with all other parameters held fixed. The inequality `hp` states that the extra hydrogen term $(q'-q)\,h(U)$ is positive, which makes the new total charge negative at the old zero.

```lean
/-- For positive capacitance and steepness and nonnegative `q` and `s`, raising the hydrogen
charge from `q` to `q'` strictly raises the potential of zero total charge. -/
theorem zero_rises_with_hydrogen_charge {C b q q' s U0 U1 U2 U U' : ℝ}
    (hC : 0 < C) (hb : 0 < b) (hq : 0 ≤ q) (hs : 0 ≤ s) (hqq : q < q')
    (hU : totalCharge C b q s U0 U1 U2 U = 0)
    (hU' : totalCharge C b q' s U0 U1 U2 U' = 0) : U < U' := by
  have hm := totalCharge_strictMono U0 U1 U2 hC hb (hq.trans hqq.le) hs
  rw [← hm.lt_iff_lt, hU']
  have hp := mul_pos (sub_pos.mpr hqq) (coverage_mem b U1 U2 U).1.1
  unfold totalCharge at hU ⊢
  linarith
```

The last theorem sets both adsorbate charges to the same `q`, now strictly positive. With `q = 0` the zero would sit at `U0` wherever the midpoint lies, and the equivalence would fail whenever `U0` is below the midpoint. No order between `U1` and `U2` is assumed.

```lean
/-- For positive capacitance and steepness and equal positive adsorbate charges `q`, the
potential of zero total charge exceeds `U0` if and only if `U0` lies below the midpoint of
the two half-coverage potentials. -/
theorem equal_charges_midpoint {C b q U0 U1 U2 U : ℝ}
    (hC : 0 < C) (hb : 0 < b) (hq : 0 < q)
    (hU : totalCharge C b q q U0 U1 U2 U = 0) :
    U0 < U ↔ U0 < (U1 + U2) / 2 := by
  rw [(potential_of_zero_total_charge U0 U1 U2 hC hb hq.le hq.le).2 U hU]
  -- Hydroxyl coverage is hydrogen coverage at the potential mirrored in the midpoint.
  have e : hydroxyl b U2 U0 = hydrogen b U1 (U1 + U2 - U0) := by
    unfold hydroxyl hydrogen
    congr 3
    ring
  rw [e]
  constructor
  · intro h
    by_contra hn
    have hle : U1 + U2 - U0 ≤ U0 := by linarith [not_lt.mp hn]
    have h1 := (hydrogen_strictAnti U1 hb).antitone hle
    linarith [mul_le_mul_of_nonneg_left h1 hq.le]
  · intro h
    have hlt : U0 < U1 + U2 - U0 := by linarith
    have h1 := hydrogen_strictAnti U1 hb hlt
    linarith [mul_pos hq (sub_pos.mpr h1)]

end

end ZeroTotalCharge
```

The proof first replaces `U0 < U` by the criterion of the main theorem, and `e` is the mirror identity. In the forward direction, a `U0` at or above the midpoint would make the hydrogen term no larger than the hydroxyl term, which contradicts the criterion. In the backward direction, the strict decrease of the hydrogen coverage gives the required inequality directly.

```lean
#print axioms ZeroTotalCharge.potential_of_zero_total_charge
#print axioms ZeroTotalCharge.zero_rises_with_hydrogen_charge
#print axioms ZeroTotalCharge.equal_charges_midpoint
```

```
'ZeroTotalCharge.potential_of_zero_total_charge' depends on axioms: [propext, Classical.choice, Quot.sound]
'ZeroTotalCharge.zero_rises_with_hydrogen_charge' depends on axioms: [propext, Classical.choice, Quot.sound]
'ZeroTotalCharge.equal_charges_midpoint' depends on axioms: [propext, Classical.choice, Quot.sound]
```
